# The exact step-length window for lowering a Rayleigh quotient with a positive definite preconditioner

## Overshooting in two dimensions

Take $A=\mathrm{diag}(0,1)$ and the unit vector $x=(1,1)/\sqrt2$. Its Rayleigh quotient $R(x)=\langle x,Ax\rangle/\langle x,x\rangle$ is $\rho=1/2$, and its residual is $r=Ax-\rho x=(-1,1)/(2\sqrt2)$. The preconditioner $P=\mathrm{diag}(1,3)$ gives the direction $d=Pr=(-1,3)/(2\sqrt2)$, so

$$x-td=\tfrac1{\sqrt2}\left(1+\tfrac t2,\;1-\tfrac{3t}2\right).$$

The quotient falls below $1/2$ exactly when the second component is smaller in magnitude than the first. For $t>0$ this means $t<2$. A short step shrinks the unwanted component; a long one carries it through zero and makes it large again with the opposite sign.

## The window for a general symmetric matrix

Let $A$ be real symmetric and $x\neq0$, with $\rho$, $r$ and $d$ defined as above. Let $P$ satisfy $\langle v,Pv\rangle>0$ for all $v\ne0$. Write $g=\langle r,Pr\rangle$ and $c=\langle d,(A-\rho)d\rangle$. For $t>0$,

$$R(x-td)<\rho\quad\Longleftrightarrow\quad tc<2g.$$

In the example $g=c=1/2$, which gives $t<2$ again.

Positivity of $P$ means that preconditioning may rescale and rotate the residual, but $d$ keeps a positive overlap with it whenever $r\ne0$. A diagonal matrix that approximates an inverse Hamiltonian has this property if all its diagonal entries are positive.

## Derivation from the shifted quadratic form

The residual is orthogonal to $x$:
$$\langle x,r\rangle=\langle x,Ax\rangle-\rho\langle x,x\rangle=0.$$

The new vector $y=x-td$ is never zero. If $x=td$, then $tg=\langle r,td\rangle=\langle r,x\rangle=0$. For $r\ne0$ we have $g>0$, hence $t=0$ and $x=0$, a contradiction. For $r=0$ we have $d=0$, and again $x=0$.

Now expand, using the symmetry of $A$ to merge the cross terms:
$$\begin{aligned}\langle y,(A-\rho)y\rangle&=\langle x,(A-\rho)x\rangle-2t\langle d,(A-\rho)x\rangle+t^2c\\&=0-2tg+t^2c.\end{aligned}$$

Dividing by $\langle y,y\rangle>0$ gives the exact change
$$R(y)-\rho=\frac{t(tc-2g)}{\langle y,y\rangle}.$$

For $t>0$ its sign is that of $tc-2g$, which is the window. For $t\neq0$ the quotient is unchanged exactly when $tc=2g$. If $c>0$, the window is $t<2g/c$; if $c\le0$ and $r\ne0$, every positive step descends. Some positive step descends exactly when $r\neq0$. If $r=0$, then $d=0$ and the vector does not move. If $r\ne0$, take $t=g/(|c|+1)>0$, for which $tc\le t|c|=g-t<2g$.

## The step in an eigensolver

With $Ax$ stored, a code that steps along $d$ can form $\rho$, $r$ and $d$, then compute $Ad$. The two scalars $g=\langle r,d\rangle$ and $c=\langle d,Ad\rangle-\rho\langle d,d\rangle$ test any trial $t$ without another matrix product. After acceptance, $Ax-tAd$ is the product for the new vector, and both are divided by the new norm.

In electronic structure this applies to lowering the energy of a single real orbital vector under a fixed, finite Hamiltonian matrix in an orthonormal basis. A positive step inside the window lowers the energy; this alone does not guarantee convergence to the ground state.

## How the Lean statement encodes this

Vectors are functions `n → ℝ` on a finite index type, and `⬝ᵥ` and `*ᵥ` are the dot product and the matrix–vector product. The definitions `rayleigh`, `residual`, `direction`, `step` and `curvature` are $R(x)$, $r$, $d$, $x-td$ and $c$. The hypothesis `A.IsSymm` is symmetry of $A$, and `hP` is positivity of the quadratic form of $P$, whose symmetry is not required.

Normalisation is not required either: rescaling $x$ rescales $r$ and $d$ equally and leaves the window in $t$ unchanged. Complex Hermitian matrices, overlap matrices and block steps are not covered.

```lean
import Mathlib

open Matrix

namespace PreconditionedDescentWindow

noncomputable section

variable {n : Type*} [Fintype n]

/-- The Rayleigh quotient `⟨x, A x⟩ / ⟨x, x⟩`. -/
def rayleigh (A : Matrix n n ℝ) (x : n → ℝ) : ℝ := (x ⬝ᵥ A *ᵥ x) / (x ⬝ᵥ x)

/-- The eigenvalue residual `r = A x - ρ x`, with `ρ` the Rayleigh quotient of `x`. -/
def residual (A : Matrix n n ℝ) (x : n → ℝ) : n → ℝ := A *ᵥ x - rayleigh A x • x

/-- The preconditioned residual `d = P r`. -/
def direction (A P : Matrix n n ℝ) (x : n → ℝ) : n → ℝ := P *ᵥ residual A x

/-- The vector `x - t d` reached by a preconditioned step; the coefficient `t` is called the step
length. -/
def step (A P : Matrix n n ℝ) (x : n → ℝ) (t : ℝ) : n → ℝ := x - t • direction A P x

/-- The shifted curvature `⟨d, (A - ρ) d⟩` along the preconditioned residual. -/
def curvature (A P : Matrix n n ℝ) (x : n → ℝ) : ℝ :=
  direction A P x ⬝ᵥ (A *ᵥ direction A P x - rayleigh A x • direction A P x)

/-- A nonzero real vector has positive squared norm. -/
lemma dot_self_pos {x : n → ℝ} (hx : x ≠ 0) : 0 < x ⬝ᵥ x :=
  lt_of_le_of_ne (Finset.sum_nonneg fun i _ => mul_self_nonneg (x i))
    (fun h => hx (dotProduct_self_eq_zero.mp h.symm))

/-- The residual is orthogonal to the current vector. -/
theorem residual_orthogonal (A : Matrix n n ℝ) {x : n → ℝ} (hx : x ≠ 0) :
    residual A x ⬝ᵥ x = 0 := by
  have h : rayleigh A x * (x ⬝ᵥ x) = x ⬝ᵥ A *ᵥ x :=
    div_mul_cancel₀ _ (dot_self_pos hx).ne'
  rw [dotProduct_comm, residual, dotProduct_sub, dotProduct_smul, smul_eq_mul, h, sub_self]

/-- With a positive definite preconditioner, the step from a nonzero vector
never lands on the zero vector. -/
theorem step_ne_zero (A : Matrix n n ℝ) {P : Matrix n n ℝ} {x : n → ℝ} (hx : x ≠ 0)
    (hP : ∀ v : n → ℝ, v ≠ 0 → 0 < v ⬝ᵥ P *ᵥ v) (t : ℝ) : step A P x t ≠ 0 := by
  intro h
  have hxd : x = t • (P *ᵥ residual A x) := sub_eq_zero.mp h
  by_cases hr : residual A x = 0
  · rw [hr, Matrix.mulVec_zero, smul_zero] at hxd
    exact hx hxd
  · -- pairing x = t d with the residual forces t = 0
    have h0 : t * (residual A x ⬝ᵥ P *ᵥ residual A x) = 0 := by
      rw [← smul_eq_mul, ← dotProduct_smul, ← hxd]
      exact residual_orthogonal A hx
    have ht : t = 0 := (mul_eq_zero.mp h0).resolve_right (hP _ hr).ne'
    rw [ht, zero_smul] at hxd
    exact hx hxd

/-- The quadratic form of `A - ρ` at `x - t d`, for an arbitrary direction `d`. -/
lemma shifted_form {A : Matrix n n ℝ} (hA : A.IsSymm) {x : n → ℝ} (hx : x ≠ 0)
    (d : n → ℝ) (t : ℝ) :
    (x - t • d) ⬝ᵥ A *ᵥ (x - t • d) - rayleigh A x * ((x - t • d) ⬝ᵥ (x - t • d)) =
      t * (t * (d ⬝ᵥ (A *ᵥ d - rayleigh A x • d)) - 2 * (d ⬝ᵥ residual A x)) := by
  have h1 : rayleigh A x * (x ⬝ᵥ x) = x ⬝ᵥ A *ᵥ x :=
    div_mul_cancel₀ _ (dot_self_pos hx).ne'
  -- symmetry of A merges the two cross terms
  have h2 : x ⬝ᵥ A *ᵥ d = d ⬝ᵥ A *ᵥ x := by
    rw [Matrix.dotProduct_mulVec, ← Matrix.mulVec_transpose, hA.eq, dotProduct_comm]
  have h3 : x ⬝ᵥ d = d ⬝ᵥ x := dotProduct_comm _ _
  simp only [residual, Matrix.mulVec_sub, Matrix.mulVec_smul, sub_dotProduct,
    dotProduct_sub, smul_dotProduct, dotProduct_smul, smul_eq_mul]
  linear_combination -h1 - t * h2 + t * rayleigh A x * h3

/-- The exact change of the Rayleigh quotient in a preconditioned step of length `t`. -/
theorem rayleigh_step_sub {A P : Matrix n n ℝ} (hA : A.IsSymm)
    (hP : ∀ v : n → ℝ, v ≠ 0 → 0 < v ⬝ᵥ P *ᵥ v) {x : n → ℝ} (hx : x ≠ 0) (t : ℝ) :
    rayleigh A (step A P x t) - rayleigh A x =
      t * (t * curvature A P x - 2 * (residual A x ⬝ᵥ P *ᵥ residual A x)) /
        (step A P x t ⬝ᵥ step A P x t) := by
  have hy := (dot_self_pos (step_ne_zero A hx hP t)).ne'
  have h1 : rayleigh A (step A P x t) * (step A P x t ⬝ᵥ step A P x t) =
      step A P x t ⬝ᵥ A *ᵥ step A P x t := div_mul_cancel₀ _ hy
  have h2 : step A P x t ⬝ᵥ A *ᵥ step A P x t -
      rayleigh A x * (step A P x t ⬝ᵥ step A P x t) =
      t * (t * curvature A P x - 2 * (direction A P x ⬝ᵥ residual A x)) :=
    shifted_form hA hx (direction A P x) t
  have h3 : direction A P x ⬝ᵥ residual A x = residual A x ⬝ᵥ P *ᵥ residual A x :=
    dotProduct_comm _ _
  rw [eq_div_iff hy]
  linear_combination h1 + h2 - 2 * t * h3

/-- Exact descent window: a preconditioned step of length `t > 0` lowers the Rayleigh
quotient if and only if `t ⟨d, (A - ρ) d⟩ < 2 ⟨r, P r⟩`. -/
theorem descent_iff {A P : Matrix n n ℝ} (hA : A.IsSymm)
    (hP : ∀ v : n → ℝ, v ≠ 0 → 0 < v ⬝ᵥ P *ᵥ v) {x : n → ℝ} (hx : x ≠ 0)
    {t : ℝ} (ht : 0 < t) :
    rayleigh A (step A P x t) < rayleigh A x ↔
      t * curvature A P x < 2 * (residual A x ⬝ᵥ P *ᵥ residual A x) := by
  have hy := dot_self_pos (step_ne_zero A hx hP t)
  rw [← sub_lt_zero, rayleigh_step_sub hA hP hx t, div_lt_iff₀ hy, zero_mul]
  constructor
  · intro h
    by_contra hc
    have := mul_nonneg ht.le (sub_nonneg.2 (not_lt.1 hc))
    linarith
  · intro h
    exact mul_neg_of_pos_of_neg ht (sub_lt_zero.2 h)

/-- For `t ≠ 0`, passing from `x` to `x - t d` leaves the Rayleigh quotient unchanged if and only if
`t ⟨d, (A - ρ) d⟩ = 2 ⟨r, P r⟩`. -/
theorem stationary_iff {A P : Matrix n n ℝ} (hA : A.IsSymm)
    (hP : ∀ v : n → ℝ, v ≠ 0 → 0 < v ⬝ᵥ P *ᵥ v) {x : n → ℝ} (hx : x ≠ 0)
    {t : ℝ} (ht : t ≠ 0) :
    rayleigh A (step A P x t) = rayleigh A x ↔
      t * curvature A P x = 2 * (residual A x ⬝ᵥ P *ᵥ residual A x) := by
  have hy := (dot_self_pos (step_ne_zero A hx hP t)).ne'
  rw [← sub_eq_zero, rayleigh_step_sub hA hP hx t, div_eq_zero_iff,
    or_iff_left hy, mul_eq_zero, or_iff_right ht, sub_eq_zero]

/-- For positive curvature, a step of length `t > 0` lowers the Rayleigh quotient if and only if `t`
is less than `2 ⟨r, P r⟩ / ⟨d, (A - ρ) d⟩`. -/
theorem descent_iff_lt_critical {A P : Matrix n n ℝ} (hA : A.IsSymm)
    (hP : ∀ v : n → ℝ, v ≠ 0 → 0 < v ⬝ᵥ P *ᵥ v) {x : n → ℝ} (hx : x ≠ 0)
    (hc : 0 < curvature A P x) {t : ℝ} (ht : 0 < t) :
    rayleigh A (step A P x t) < rayleigh A x ↔
      t < 2 * (residual A x ⬝ᵥ P *ᵥ residual A x) / curvature A P x := by
  rw [descent_iff hA hP hx ht, lt_div_iff₀ hc]

/-- For nonpositive curvature and nonzero residual, every step of positive length
lowers the Rayleigh quotient. -/
theorem descent_of_curvature_nonpos {A P : Matrix n n ℝ} (hA : A.IsSymm)
    (hP : ∀ v : n → ℝ, v ≠ 0 → 0 < v ⬝ᵥ P *ᵥ v) {x : n → ℝ} (hx : x ≠ 0)
    (hr : residual A x ≠ 0) (hc : curvature A P x ≤ 0) {t : ℝ} (ht : 0 < t) :
    rayleigh A (step A P x t) < rayleigh A x := by
  rw [descent_iff hA hP hx ht]
  have h1 := mul_nonpos_of_nonneg_of_nonpos ht.le hc
  have h2 := hP _ hr
  linarith

/-- Some step of positive length lowers the Rayleigh quotient if and only if the
residual is nonzero. -/
theorem exists_descent_iff {A P : Matrix n n ℝ} (hA : A.IsSymm)
    (hP : ∀ v : n → ℝ, v ≠ 0 → 0 < v ⬝ᵥ P *ᵥ v) {x : n → ℝ} (hx : x ≠ 0) :
    (∃ t : ℝ, 0 < t ∧ rayleigh A (step A P x t) < rayleigh A x) ↔ residual A x ≠ 0 := by
  constructor
  · rintro ⟨t, _, h⟩ hr
    -- a zero residual gives a zero direction, so the vector does not move
    have hs : step A P x t = x := by
      rw [step, direction, hr, Matrix.mulVec_zero, smul_zero, sub_zero]
    rw [hs] at h
    exact lt_irrefl _ h
  · intro hr
    have hg := hP _ hr
    have hk : 0 < |curvature A P x| + 1 := by positivity
    -- a step short enough for either sign of the curvature
    have ht := div_pos hg hk
    refine ⟨_, ht, (descent_iff hA hP hx ht).2 ?_⟩
    have h1 := div_mul_cancel₀ (residual A x ⬝ᵥ P *ᵥ residual A x) hk.ne'
    have h2 := mul_le_mul_of_nonneg_left (le_abs_self (curvature A P x)) ht.le
    rw [mul_add, mul_one] at h1
    linarith

end

end PreconditionedDescentWindow
```

```lean
#print axioms PreconditionedDescentWindow.rayleigh_step_sub
-- 'PreconditionedDescentWindow.rayleigh_step_sub' depends on axioms: [propext, Classical.choice, Quot.sound]
#print axioms PreconditionedDescentWindow.descent_iff_lt_critical
-- 'PreconditionedDescentWindow.descent_iff_lt_critical' depends on axioms: [propext, Classical.choice, Quot.sound]
#print axioms PreconditionedDescentWindow.descent_of_curvature_nonpos
-- 'PreconditionedDescentWindow.descent_of_curvature_nonpos' depends on axioms: [propext, Classical.choice, Quot.sound]
#print axioms PreconditionedDescentWindow.exists_descent_iff
-- 'PreconditionedDescentWindow.exists_descent_iff' depends on axioms: [propext, Classical.choice, Quot.sound]
```

## From the expansion to the sign

`residual_orthogonal` and `step_ne_zero` are the first two steps of the derivation; the latter splits on whether the residual vanishes. `shifted_form` expands the quadratic form for an arbitrary direction. There `h1` removes the $x$–$x$ term, `h2` uses symmetry to merge the cross terms, and `linear_combination` collects the rest.

`rayleigh_step_sub` specialises this to $d=Pr$ and divides by the squared norm. `descent_iff` then clears the positive denominator and reads off the sign of the product, while `stationary_iff` sets the same expression to zero. `descent_iff_lt_critical` and `descent_of_curvature_nonpos` treat the two signs of $c$, and `exists_descent_iff` uses the explicit step $g/(|c|+1)$.
